# The PT-symmetric dimer: $H^2=(J^2-g^2)\mathbb 1$, when the spectrum is real, and the exceptional point

Take two sites with hopping $1$ and on-site terms $+i$ and $-i$:

$$H=\begin{pmatrix} i&1\\ 1&-i\end{pmatrix},\qquad H^2=\begin{pmatrix} i^2+1& i-i\\ i-i& 1+i^2\end{pmatrix}=0 .$$

The matrix is nonzero, its only eigenvalue is $0$, and every eigenvector is a multiple of $(1,-i)$. The spectrum is real, yet the matrix is not Hermitian and its eigenvectors do not span the space. A parameter value at which eigenvalues merge together with their eigenvectors, as here, is called an exceptional point.

## The identity

For a real hopping $J$ and a real strength $g$ of the gain and loss let

$$H(g,J)=\begin{pmatrix} ig&J\\ J&-ig\end{pmatrix}.$$

Then $H^2=(J^2-g^2)\mathbb 1$. All eigenvalues are real exactly when $|g|\le|J|$, $H$ is Hermitian exactly when $g=0$, and $H$ is nonzero and nilpotent exactly when $J\neq0$ and $|g|=|J|$. These are the exceptional points of the family, because a nonzero nilpotent matrix has only the eigenvalue $0$ and no basis of eigenvectors. The general theory of PT symmetry relates real eigenvalues to PT-invariant eigenvectors for any PT-symmetric operator, whereas this result treats one $2\times2$ family by direct calculation.

## Use as a test for codes

This two-site model with balanced gain and loss can serve as an exact test for codes that accept non-Hermitian Hamiltonians, such as effective Hamiltonians with absorbing terms. A general eigensolver should return $\pm\sqrt{J^2-g^2}$ for $|g|\le|J|$ and $\pm i\sqrt{g^2-J^2}$ for $|J|\le|g|$. For $0<|g|\le|J|$ the eigenvalues are real and the matrix is not Hermitian, so a check for real eigenvalues cannot justify switching to a Hermitian solver. A routine that discards the imaginary part of the diagonal sees $H(0,J)$ and returns $\pm J$ for every $g$.

The following consequences are hand arguments that the Lean file does not check. With $i\dot\psi=H\psi$ one finds $\frac{d}{dt}\|\psi\|^2=2g(|\psi_0|^2-|\psi_1|^2)$, so norm conservation is not a valid test of an integrator when $g\ne0$. For $\omega^2=J^2-g^2\neq0$ the identity sums the exponential series to $e^{-iHt}=\cos(\omega t)\,\mathbb 1-i\,\omega^{-1}\sin(\omega t)\,H$, and where $H^2=0$ the series ends at $\mathbb 1-iHt$. A propagator built as $Ve^{-i\Lambda t}V^{-1}$ has no invertible $V$ at $|g|=|J|\ne0$. At $g=J>0$ both eigenvalues are $0$, and $g=J-\delta$ gives $\mu^2=2J\delta-\delta^2$, so an error $\delta$ in $g$ that is small compared with $J$ moves them by about $\sqrt{2J|\delta|}$. Rounding errors of relative size $\varepsilon$ in the matrix can likewise shift them by an amount of order $J\sqrt{\varepsilon}$, so a test of an eigensolver needs a looser tolerance there.

## Derivation

The PT operation exchanges the sites and conjugates, $\mathcal{PT}(v_0,v_1)=(\bar v_1,\bar v_0)$. The first component of $H\,\mathcal{PT}v$ is $ig\bar v_1+J\bar v_0$. The first component of $\mathcal{PT}(Hv)$ is $\overline{Jv_0-igv_1}=J\bar v_0+ig\bar v_1$, which is the same because $g$ and $J$ are real. The second components both equal $J\bar v_1-ig\bar v_0$.

In $H^2$ the diagonal entries are $(\pm ig)^2+J^2=J^2-g^2$ and the off-diagonal entries are $igJ-igJ=0$.

The equation $Hv=\mu v$ reads

$$(ig-\mu)v_0+Jv_1=0,\qquad Jv_0-(ig+\mu)v_1=0 .$$

Multiplying the first by $ig+\mu$ and the second by $J$ and adding gives $(J^2-g^2-\mu^2)v_0=0$. Multiplying the first by $J$ and the second by $\mu-ig$ and adding gives $(J^2-g^2-\mu^2)v_1=0$. One amplitude of a nonzero $v$ is nonzero, so $\mu^2=J^2-g^2$. Conversely, suppose $\mu^2=J^2-g^2$ and take $v=(J,\mu-ig)$. The first equation holds identically, and the second becomes $J^2-(\mu^2+g^2)=0$. This $v$ vanishes only if $J=0$ and $\mu=ig$, and then $(1,0)$ is an eigenvector.

For $|g|\le|J|$ the roots $\pm\sqrt{J^2-g^2}$ are real. For $|J|<|g|$ the root $i\sqrt{g^2-J^2}$ has positive imaginary part, which gives the reality criterion.

If $H^\dagger=H$, the $(0,0)$ entry gives $-ig=ig$, so $g=0$, and $H(0,J)$ is real symmetric. The $(0,1)$ entries of $H^\dagger H$ and $HH^\dagger$ are $-2igJ$ and $2igJ$, with difference $-4igJ$. Normality therefore forces $g=0$ or $J=0$, and these cases are Hermitian and diagonal respectively, hence normal.

If $H^n=0$ then $H^{2n}=(J^2-g^2)^n\mathbb 1=0$, so $|g|=|J|$. In that case $J=0$ would give $g=0$ and $H=0$. Conversely, $|g|=|J|$ gives $H^2=0$, and $J\ne0$ is an entry of $H$. At $g=J\neq0$ an eigenvalue has $\mu^2=0$, and the first equation becomes $J(v_1+iv_0)=0$, so $v=v_0(1,-i)$. Substituting $c(1,-i)$ gives $c(iJ-iJ)=0$ and $c(J+i^2J)=0$.

## The Lean file

```lean
import Mathlib

open Complex (I I_sq)
open scoped Matrix ComplexConjugate

namespace PTDimer

/-- The dimer Hamiltonian with on-site terms `+i g` and `-i g` and real hopping `J`. -/
noncomputable def hamiltonian (g J : ℝ) : Matrix (Fin 2) (Fin 2) ℂ :=
  !![I * g, J; J, -(I * g)]

/-- The PT operation on a two-site state: exchange the sites and conjugate the amplitudes. -/
noncomputable def ptReverse (v : Fin 2 → ℂ) : Fin 2 → ℂ :=
  ![conj (v 1), conj (v 0)]

/-- `μ` is an eigenvalue of `A` when `A v = μ v` for some nonzero state `v`. -/
def IsEigenvalue (A : Matrix (Fin 2) (Fin 2) ℂ) (μ : ℂ) : Prop :=
  ∃ v : Fin 2 → ℂ, v ≠ 0 ∧ A *ᵥ v = μ • v

/-- The Hamiltonian commutes with the PT operation on every state. -/
theorem pt_symmetric (g J : ℝ) (v : Fin 2 → ℂ) :
    hamiltonian g J *ᵥ ptReverse v = ptReverse (hamiltonian g J *ᵥ v) := by
  ext i
  simp only [ptReverse, Matrix.mulVec, dotProduct, Fin.sum_univ_two]
  fin_cases i <;> simp [hamiltonian] <;> ring

/-- The square of the Hamiltonian is `J² - g²` times the identity. -/
theorem hamiltonian_sq (g J : ℝ) :
    hamiltonian g J ^ 2 = ((J : ℂ) ^ 2 - (g : ℂ) ^ 2) • (1 : Matrix (Fin 2) (Fin 2) ℂ) := by
  rw [pow_two (hamiltonian g J)]
  ext i j
  simp only [Matrix.mul_apply, Fin.sum_univ_two]
  fin_cases i <;> fin_cases j <;> simp [hamiltonian] <;>
    first
      | ring1
      | linear_combination (g : ℂ) ^ 2 * I_sq

/-- The equation `H v = μ v` written out as one equation for each site. -/
theorem eigen_equations (g J : ℝ) (μ : ℂ) (v : Fin 2 → ℂ) :
    hamiltonian g J *ᵥ v = μ • v ↔
      I * g * v 0 + J * v 1 = μ * v 0 ∧ J * v 0 - I * g * v 1 = μ * v 1 := by
  have e0 : (hamiltonian g J *ᵥ v) 0 = I * g * v 0 + J * v 1 := by
    simp only [Matrix.mulVec, dotProduct, Fin.sum_univ_two]
    simp [hamiltonian]
  have e1 : (hamiltonian g J *ᵥ v) 1 = J * v 0 + -(I * g) * v 1 := by
    simp only [Matrix.mulVec, dotProduct, Fin.sum_univ_two]
    simp [hamiltonian]
  rw [funext_iff, Fin.forall_fin_two, e0, e1]
  simp only [Pi.smul_apply, smul_eq_mul]
  constructor <;> rintro ⟨h0, h1⟩ <;>
    exact ⟨by linear_combination h0, by linear_combination h1⟩

/-- The eigenvalues of the Hamiltonian are exactly the complex solutions of `μ² = J² - g²`. -/
theorem isEigenvalue_iff (g J : ℝ) (μ : ℂ) :
    IsEigenvalue (hamiltonian g J) μ ↔ μ ^ 2 = (J : ℂ) ^ 2 - (g : ℂ) ^ 2 := by
  constructor
  · rintro ⟨v, hv, h⟩
    obtain ⟨h0, h1⟩ := (eigen_equations g J μ v).mp h
    -- eliminate one amplitude at a time
    have d0 : (μ ^ 2 - ((J : ℂ) ^ 2 - (g : ℂ) ^ 2)) * v 0 = 0 := by
      linear_combination (-(I * g + μ)) * h0 - (J : ℂ) * h1 + (g : ℂ) ^ 2 * v 0 * I_sq
    have d1 : (μ ^ 2 - ((J : ℂ) ^ 2 - (g : ℂ) ^ 2)) * v 1 = 0 := by
      linear_combination (-(J : ℂ)) * h0 + (I * g - μ) * h1 + (g : ℂ) ^ 2 * v 1 * I_sq
    by_contra hne
    have hD : μ ^ 2 - ((J : ℂ) ^ 2 - (g : ℂ) ^ 2) ≠ 0 := sub_ne_zero.mpr hne
    have z0 : v 0 = 0 := (mul_eq_zero.mp d0).resolve_left hD
    have z1 : v 1 = 0 := (mul_eq_zero.mp d1).resolve_left hD
    apply hv
    rw [funext_iff, Fin.forall_fin_two]
    exact ⟨z0, z1⟩
  · intro h
    by_cases hz : (J : ℂ) = 0 ∧ μ = I * g
    · -- decoupled sites: the state on the first site
      refine ⟨![1, 0], ?_, ?_⟩
      · intro h0
        have t := congrFun h0 0
        simp at t
      · rw [eigen_equations]
        constructor
        · show I * (g : ℂ) * 1 + (J : ℂ) * 0 = μ * 1
          linear_combination (-1 : ℂ) * hz.2
        · show (J : ℂ) * 1 - I * (g : ℂ) * 0 = μ * 0
          linear_combination hz.1
    · -- generic eigenvector (J, μ - i g)
      refine ⟨![(J : ℂ), μ - I * g], ?_, ?_⟩
      · intro h0
        have t0 := congrFun h0 0
        have t1 := congrFun h0 1
        have a : (J : ℂ) = 0 := t0
        have b : μ - I * g = 0 := t1
        exact hz ⟨a, sub_eq_zero.mp b⟩
      · rw [eigen_equations]
        constructor
        · show I * (g : ℂ) * (J : ℂ) + (J : ℂ) * (μ - I * g) = μ * (J : ℂ)
          ring
        · show (J : ℂ) * (J : ℂ) - I * (g : ℂ) * (μ - I * g) = μ * (μ - I * g)
          linear_combination (-1 : ℂ) * h + (g : ℂ) ^ 2 * I_sq

/-- For `|g| ≤ |J|` the eigenvalues are exactly `± √(J² - g²)`. -/
theorem eigenvalues_unbroken {g J : ℝ} (h : |g| ≤ |J|) (μ : ℂ) :
    IsEigenvalue (hamiltonian g J) μ ↔
      μ = (Real.sqrt (J ^ 2 - g ^ 2) : ℂ) ∨ μ = -(Real.sqrt (J ^ 2 - g ^ 2) : ℂ) := by
  have hr := Real.sq_sqrt (sub_nonneg.mpr (sq_le_sq.mpr h))
  have hc : (Real.sqrt (J ^ 2 - g ^ 2) : ℂ) ^ 2 = (J : ℂ) ^ 2 - (g : ℂ) ^ 2 := by
    exact_mod_cast hr
  rw [isEigenvalue_iff, ← hc, sq_eq_sq_iff_eq_or_eq_neg]

/-- For `|J| ≤ |g|` the eigenvalues are exactly `± i √(g² - J²)`. -/
theorem eigenvalues_broken {g J : ℝ} (h : |J| ≤ |g|) (μ : ℂ) :
    IsEigenvalue (hamiltonian g J) μ ↔
      μ = I * (Real.sqrt (g ^ 2 - J ^ 2) : ℂ) ∨ μ = -(I * (Real.sqrt (g ^ 2 - J ^ 2) : ℂ)) := by
  have hr := Real.sq_sqrt (sub_nonneg.mpr (sq_le_sq.mpr h))
  have hc : (Real.sqrt (g ^ 2 - J ^ 2) : ℂ) ^ 2 = (g : ℂ) ^ 2 - (J : ℂ) ^ 2 := by
    exact_mod_cast hr
  have hi : (I * (Real.sqrt (g ^ 2 - J ^ 2) : ℂ)) ^ 2 = (J : ℂ) ^ 2 - (g : ℂ) ^ 2 := by
    linear_combination (Real.sqrt (g ^ 2 - J ^ 2) : ℂ) ^ 2 * I_sq - hc
  rw [isEigenvalue_iff, ← hi, sq_eq_sq_iff_eq_or_eq_neg]

/-- All eigenvalues of the Hamiltonian are real exactly when `|g| ≤ |J|`. -/
theorem real_spectrum_iff (g J : ℝ) :
    (∀ μ : ℂ, IsEigenvalue (hamiltonian g J) μ → μ.im = 0) ↔ |g| ≤ |J| := by
  constructor
  · intro h
    by_contra hlt
    have hlt' : |J| < |g| := not_le.mp hlt
    have hpos : 0 < g ^ 2 - J ^ 2 := sub_pos.mpr (sq_lt_sq.mpr hlt')
    -- the eigenvalue i √(g² - J²) would have to be real
    have him := h _ ((eigenvalues_broken hlt'.le _).mpr (Or.inl rfl))
    have hs : Real.sqrt (g ^ 2 - J ^ 2) = 0 := by simpa using him
    exact (Real.sqrt_pos.mpr hpos).ne' hs
  · intro h μ hμ
    rcases (eigenvalues_unbroken h μ).mp hμ with rfl | rfl <;> simp

/-- The Hamiltonian is Hermitian exactly when `g = 0`. -/
theorem isHermitian_iff (g J : ℝ) : (hamiltonian g J).IsHermitian ↔ g = 0 := by
  constructor
  · intro h
    -- the diagonal entry i g must be real
    have t := congrArg Complex.im (congrFun (congrFun h.eq 0) 0)
    simp [hamiltonian, Matrix.conjTranspose_apply] at t
    linarith
  · rintro rfl
    show (hamiltonian 0 J)ᴴ = hamiltonian 0 J
    ext i j
    fin_cases i <;> fin_cases j <;> simp [hamiltonian, Matrix.conjTranspose_apply]

/-- The Hamiltonian commutes with its adjoint exactly when `g = 0` or `J = 0`. -/
theorem normal_iff (g J : ℝ) :
    (hamiltonian g J)ᴴ * hamiltonian g J = hamiltonian g J * (hamiltonian g J)ᴴ ↔
      g = 0 ∨ J = 0 := by
  constructor
  · intro h
    -- off-diagonal entry of the commutator with the adjoint
    have key : ((hamiltonian g J)ᴴ * hamiltonian g J
        - hamiltonian g J * (hamiltonian g J)ᴴ) 0 1 = -(4 * I * g * J) := by
      simp only [Matrix.sub_apply, Matrix.mul_apply, Fin.sum_univ_two,
        Matrix.conjTranspose_apply]
      simp [hamiltonian]
      ring
    rw [h, sub_self] at key
    simpa using key
  · rintro (rfl | rfl)
    all_goals
      ext i j
      simp only [Matrix.mul_apply, Fin.sum_univ_two, Matrix.conjTranspose_apply]
      fin_cases i <;> fin_cases j <;> simp [hamiltonian]

/-- The Hamiltonian is nonzero and nilpotent exactly when `J ≠ 0` and `|g| = |J|`. -/
theorem exceptional_point_iff (g J : ℝ) :
    (hamiltonian g J ≠ 0 ∧ IsNilpotent (hamiltonian g J)) ↔ (J ≠ 0 ∧ |g| = |J|) := by
  constructor
  · rintro ⟨hne, n, hn⟩
    -- H^(2n) = (J² - g²)^n 1 vanishes
    have h2 : hamiltonian g J ^ (2 * n) = 0 := by
      rw [two_mul, pow_add, hn, mul_zero]
    rw [pow_mul, hamiltonian_sq, _root_.smul_pow, one_pow] at h2
    have t := congrFun (congrFun h2 0) 0
    have hp : ((J : ℂ) ^ 2 - (g : ℂ) ^ 2) ^ n = 0 := by simpa using t
    have hc : (J : ℂ) ^ 2 - (g : ℂ) ^ 2 = 0 := by
      by_contra hc
      exact pow_ne_zero n hc hp
    have hr : J ^ 2 - g ^ 2 = 0 := by exact_mod_cast hc
    have habs : |g| = |J| :=
      le_antisymm (sq_le_sq.mp (by linarith)) (sq_le_sq.mp (by linarith))
    refine ⟨?_, habs⟩
    intro hJ
    rw [hJ, abs_zero, abs_eq_zero] at habs
    apply hne
    rw [habs, hJ]
    ext i j
    fin_cases i <;> fin_cases j <;> simp [hamiltonian]
  · rintro ⟨hJ, habs⟩
    refine ⟨?_, 2, ?_⟩
    · intro h
      have t := congrFun (congrFun h 0) 1
      exact hJ (by simpa [hamiltonian] using t)
    · have hr : g ^ 2 = J ^ 2 := by rw [← sq_abs g, habs, sq_abs]
      have hc : (g : ℂ) ^ 2 = (J : ℂ) ^ 2 := by exact_mod_cast hr
      rw [hamiltonian_sq, hc, sub_self, zero_smul]

/-- At `g = J ≠ 0` a nonzero state `v` satisfies `H v = μ v` exactly when `μ = 0` and `v` is a
multiple of `(1, -i)`. -/
theorem eigenvectors_coalesce {J : ℝ} (hJ : J ≠ 0) (μ : ℂ) {v : Fin 2 → ℂ} (hv : v ≠ 0) :
    hamiltonian J J *ᵥ v = μ • v ↔
      μ = 0 ∧ ∃ c : ℂ, v = c • (![1, -I] : Fin 2 → ℂ) := by
  constructor
  · intro h
    have hμ2 := (isEigenvalue_iff J J μ).mp ⟨v, hv, h⟩
    have hsq : μ ^ 2 = 0 := by rw [hμ2, sub_self]
    have hμ : μ = 0 := by simpa using hsq
    obtain ⟨h0, -⟩ := (eigen_equations J J μ v).mp h
    have hJ' : (J : ℂ) ≠ 0 := by exact_mod_cast hJ
    -- the first site equation fixes the ratio of the amplitudes
    have hprod : (J : ℂ) * (v 1 + I * v 0) = 0 := by
      linear_combination h0 + v 0 * hμ
    have hrat : v 1 + I * v 0 = 0 := (mul_eq_zero.mp hprod).resolve_left hJ'
    refine ⟨hμ, v 0, ?_⟩
    rw [funext_iff, Fin.forall_fin_two]
    constructor
    · show v 0 = v 0 * 1
      ring
    · show v 1 = v 0 * (-I)
      linear_combination hrat
  · rintro ⟨rfl, c, rfl⟩
    rw [eigen_equations]
    constructor
    · show I * (J : ℂ) * (c * 1) + (J : ℂ) * (c * (-I)) = 0 * (c * 1)
      ring
    · show (J : ℂ) * (c * 1) - I * (J : ℂ) * (c * (-I)) = 0 * (c * (-I))
      linear_combination (J : ℂ) * c * I_sq

/-- The PT-symmetric dimer: `H² = (J² - g²) 1`, all eigenvalues are real iff `|g| ≤ |J|`,
`H` is Hermitian iff `g = 0`, and `H` is nonzero nilpotent iff `J ≠ 0` and `|g| = |J|`. -/
theorem pt_dimer (g J : ℝ) :
    hamiltonian g J ^ 2 = ((J : ℂ) ^ 2 - (g : ℂ) ^ 2) • (1 : Matrix (Fin 2) (Fin 2) ℂ) ∧
    ((∀ μ : ℂ, IsEigenvalue (hamiltonian g J) μ → μ.im = 0) ↔ |g| ≤ |J|) ∧
    ((hamiltonian g J).IsHermitian ↔ g = 0) ∧
    ((hamiltonian g J ≠ 0 ∧ IsNilpotent (hamiltonian g J)) ↔ (J ≠ 0 ∧ |g| = |J|)) :=
  ⟨hamiltonian_sq g J, real_spectrum_iff g J, isHermitian_iff g J, exceptional_point_iff g J⟩

end PTDimer
```

```lean
#print axioms PTDimer.real_spectrum_iff
#print axioms PTDimer.normal_iff
#print axioms PTDimer.eigenvectors_coalesce
#print axioms PTDimer.pt_dimer
```

```
'PTDimer.real_spectrum_iff' depends on axioms: [propext, Classical.choice, Quot.sound]
'PTDimer.normal_iff' depends on axioms: [propext, Classical.choice, Quot.sound]
'PTDimer.eigenvectors_coalesce' depends on axioms: [propext, Classical.choice, Quot.sound]
'PTDimer.pt_dimer' depends on axioms: [propext, Classical.choice, Quot.sound]
```

## Reading the statements

The parameters have type `ℝ` and are cast into `ℂ`, and `I` is the imaginary unit. A state is a function `Fin 2 → ℂ` with amplitudes `v 0` and `v 1`, unnormalised, and site 0 carries $+ig$. `IsEigenvalue` means that some nonzero `v` satisfies `A *ᵥ v = μ • v`, so it concerns right eigenvectors and records no multiplicity. An eigenvalue is real when `μ.im = 0`. `IsHermitian` is equality with the conjugate transpose `ᴴ`, which refers to the standard inner product, and `IsNilpotent` says that some power vanishes.

The theorem `pt_dimer` states the four claims of the identity section for all real `g` and `J` with no further hypothesis. The PT commutation, the explicit eigenvalues, normality and the eigenvectors at $g=J$ are separate theorems. The hypothesis `|g| ≤ |J|` in `eigenvalues_unbroken`, and its mirror in `eigenvalues_broken`, is needed because `Real.sqrt` returns $0$ on a negative argument, where the formula would wrongly give $\mu=0$.

## How the proof follows the derivation

`pt_symmetric` and `hamiltonian_sq` compare entries by `fin_cases`, the second using `I_sq` for $i^2=-1$. `eigen_equations` turns the vector equation into the two site equations. In `isEigenvalue_iff` the facts `d0` and `d1` are the two eliminations, and the coefficients given to `linear_combination` are the multipliers above with the overall sign reversed. The `by_cases` on `hz` chooses between $(1,0)$ and $(J,\mu-ig)$.

`eigenvalues_unbroken` and `eigenvalues_broken` write $J^2-g^2$ as a square and apply `sq_eq_sq_iff_eq_or_eq_neg`. `real_spectrum_iff` assumes $|J|<|g|$, applies the reality hypothesis to $i\sqrt{g^2-J^2}$, and contradicts `Real.sqrt_pos`. `isHermitian_iff` takes the imaginary part of the $(0,0)$ entry, and `key` in `normal_iff` is the entry $-4igJ$. In `exceptional_point_iff`, `h2` is $H^{2n}=0$, rewritten with `hamiltonian_sq` and read at $(0,0)$, and the converse supplies the exponent `2`. In `eigenvectors_coalesce`, `hprod` is $J(v_1+iv_0)=0$ and the multiple is `v 0`.

## What is and is not guaranteed

The statements hold in exact arithmetic for this $2\times2$ matrix. They contain no time evolution, no rounding analysis and no condition numbers, and they say nothing about longer chains. The spectral results do not use `pt_symmetric`. The words "unbroken" and "broken" occur only as names, of two theorems that both include the boundary $|g|=|J|$, and no theorem says whether eigenvectors are PT-invariant. The reality criterion includes the boundary $|g|=|J|$, so it does not imply a basis of eigenvectors. Nilpotency covers both $g=J$ and $g=-J$, while the eigenvectors are determined only for $g=J$.

The form of the model matters. With $g=0$ and both off-diagonal entries equal to $i$, the square is $-\mathbb 1$ and the eigenvalues are $\pm i$, although the modulus of the off-diagonal entries exceeds $|g|$. Such a coupling is anti-Hermitian. For an ordinary complex hopping, with conjugate entries $J$ and $\bar J$, the same calculation gives $H^2=(|J|^2-g^2)\mathbb 1$. With unbalanced terms $ig_1$ and $-ig_2$, $g_1\neq g_2$, the trace $i(g_1-g_2)$ is not real, so the eigenvalues cannot both be real for any $J$. Without `hJ` in `eigenvectors_coalesce`, $J=0$ gives $H=0$, and $(1,0)$ is an eigenvector that is not a multiple of $(1,-i)$.
